# CI Coefficients of a Cluster Operator with Uniform Singles and Doubles Amplitudes

Let $A$ be a commutative algebra over the rationals, and let $x_i\in A$ satisfy $x_i^2=0$. Each $x_i$ stands for a single-excitation operator: excitations commute, and none can be applied twice. The labels $i$, called modes, are linearly ordered. For a finite set $S$ of modes and rational amplitudes $s,t$, put

$$X_S=\sum_{j\in S}x_j,\qquad T_S=s\,X_S+t\sum_{\substack{i,j\in S\\ i<j}}x_ix_j,\qquad x_U=\prod_{i\in U}x_i .$$

The empty product is $x_\emptyset=1$. The number of elements $|U|$ is the excitation rank of the configuration $U$. Define numbers $h_n$ by

$$h_0=1,\qquad h_1=s,\qquad h_{n+1}=s\,h_n+n\,t\,h_{n-1}\quad(n\ge1).$$

The claim is that

$$e^{T_S}=\sum_{U\subseteq S}h_{|U|}\,x_U .$$

When the products $x_U$ are linearly independent, the numbers $h_{|U|}$ are the configuration-interaction (CI) coefficients, relative to a reference coefficient of $1$, that a coupled-cluster exponential with these uniform singles and doubles amplitudes produces. This is the case, for example, if each mode moves an electron from its own occupied spin orbital to its own virtual one. Among all single excitations of a molecule, by contrast, different products can give the same determinant up to sign, and the $h_n$ are then not its CI coefficients in general.

## Building the exponential one mode at a time

For a sequence $f$, write $F_S[f(n)]=\sum_{U\subseteq S}f(|U|)\,x_U$. Multiply this by $X_S$. The product $x_jx_U$ vanishes if $j\in U$ and equals $x_{U\cup\{j\}}$ otherwise. A configuration of rank $n$ therefore arises $n$ times, once for each mode that could have been added last, each time with coefficient $f(n-1)$:

$$X_S\,F_S[f(n)]=F_S[n f(n-1)].$$

At $n=0$ the coefficient is zero. Applied to $f(n)=h_n$, this and the recurrence give

$$(s+tX_S)\,F_S[h_n]=F_S[s h_n+n t h_{n-1}]=F_S[h_{n+1}].$$

Now add a mode $a$ above all modes of $S$. The new terms in the cluster operator are the single $s\,x_a$ and the pairs $t\,x_jx_a$, so

$$T_{S\cup\{a\}}=T_S+y,\qquad y=x_a(s+tX_S),\qquad y^2=0 .$$

Since $T_\emptyset=0$ and sums of commuting nilpotent elements are nilpotent, every $T_S$ is nilpotent and its exponential is a finite sum. Everything commutes, so the exponential factorises, and $e^y=1+y$. If the claim holds for $S$, then

$$e^{T_{S\cup\{a\}}}=(1+y)F_S[h_n]=F_S[h_n]+x_aF_S[h_{n+1}]=F_{S\cup\{a\}}[h_n].$$

The last equality sorts configurations by whether they contain $a$. The induction starts from $e^0=1=h_0$.

The same argument accommodates a uniform triples amplitude $u$. The increment becomes $x_a(s+tX_S+\tfrac u2X_S^2)$, and the recurrence gains a term: $h_{n+1}=s h_n+n t h_{n-1}+\binom n2u\,h_{n-2}$, with terms whose prefactor vanishes omitted. This extension is derived here by hand only.

The condition $x_i^2=0$ matters already for one mode. In $\mathbb Q[x]/(x^3)$ with $s=1$ and $t=0$, the exponential is $1+x+\tfrac12x^2$, whereas the proposed expansion is $1+x$.

## Operators and coefficients in Lean

The type `ι` holds the mode labels and `A` is the algebra.

```lean
import Mathlib

open Finset

namespace UniformClusterExpansion

noncomputable section

variable {ι A : Type*} [LinearOrder ι] [CommRing A] [Algebra ℚ A]
```

The double sum in `clusterOp` runs over $j\in S$ and then over $i\in S$ with $i<j$, so each pair is counted once.

```lean
/-- The cluster operator on the modes `S`, with amplitude `s` for every single excitation
and amplitude `t` for every pair of distinct excitations. -/
def clusterOp (s t : ℚ) (x : ι → A) (S : Finset ι) : A :=
  s • (∑ j ∈ S, x j) + t • (∑ j ∈ S, ∑ i ∈ S.filter (fun i => i < j), x i * x j)
```

The recurrence for $h_n$ is `ciCoeff`, written with its index shifted by one.

```lean
/-- The CI coefficient at each excitation rank, defined by a two-term recurrence. -/
def ciCoeff (s t : ℚ) : ℕ → ℚ
  | 0 => 1
  | 1 => s
  | n + 2 => s * ciCoeff s t (n + 1) + ((n : ℚ) + 1) * t * ciCoeff s t n
```

The expansion $F_S[f]$ is `rankSum`, a sum over the subsets of `S`.

```lean
/-- A CI expansion over the modes `S` whose coefficients `f` depend only on excitation rank. -/
def rankSum (x : ι → A) (f : ℕ → ℚ) (S : Finset ι) : A :=
  ∑ U ∈ S.powerset, f U.card • ∏ i ∈ U, x i
```

The next lemma restores the form of the recurrence used above. Natural-number subtraction gives `0 - 1 = 0`, but the factor $n$ removes that term.

```lean
/-- The CI coefficients obey `h (n+1) = s h n + n t h (n-1)`; at `n = 0` the last term is
absent because of its factor `n`. -/
theorem ciCoeff_succ (s t : ℚ) (n : ℕ) :
    ciCoeff s t (n + 1) = s * ciCoeff s t n + (n : ℚ) * t * ciCoeff s t (n - 1) := by
  cases n with
  | zero => simp [ciCoeff]
  | succ n =>
    rw [ciCoeff, Nat.add_sub_cancel]
    push_cast
    ring
```

## Multiplication by the singles operator

Splitting the subsets of $S\cup\{a\}$ according to whether they contain $a$ gives $F_{S\cup\{a\}}[f(n)]=F_S[f(n)]+x_aF_S[f(n+1)]$.

```lean
/-- Adding a mode splits a CI expansion into configurations without and with that mode
excited. -/
theorem rankSum_insert (x : ι → A) (f : ℕ → ℚ) {a : ι} {S : Finset ι} (ha : a ∉ S) :
    rankSum x f (insert a S) =
      rankSum x f S + x a * rankSum x (fun n => f (n + 1)) S := by
  unfold rankSum
  rw [Finset.sum_powerset_insert ha, Finset.mul_sum]
  congr 1
  refine Finset.sum_congr rfl fun U hU => ?_
  have haU : a ∉ U := fun h => ha (Finset.mem_powerset.mp hU h)
  rw [Finset.card_insert_of_notMem haU, Finset.prod_insert haU, mul_smul_comm]
```

Lean proves the rule for $X_SF_S$ by induction on $S$ instead of by counting. Expanding $(X_S+x_a)(F_S[f(n)]+x_aF_S[f(n+1)])$ leaves a term with $x_a^2$, which vanishes. The terms linear in $x_a$ combine through $(n+1)f(n)=f(n)+n f(n)$, which is `key`; the final `linear_combination` assembles the two induction hypotheses and $x_a^2=0$.

```lean
/-- Applying the sum of all single excitations to a CI expansion with coefficients `f n`
gives the expansion with coefficients `n f (n-1)`. -/
theorem singles_mul_rankSum (x : ι → A) (hx : ∀ i, x i ^ 2 = 0) (S : Finset ι) :
    ∀ f : ℕ → ℚ, (∑ j ∈ S, x j) * rankSum x f S =
      rankSum x (fun n => (n : ℚ) * f (n - 1)) S := by
  induction S using Finset.induction_on with
  | empty => intro f; simp [rankSum]
  | insert a S ha ih =>
    intro f
    have k1 : rankSum x (fun n => (n : ℚ) * f (n - 1)) (insert a S) =
        rankSum x (fun n => (n : ℚ) * f (n - 1)) S +
          x a * rankSum x (fun n => ((n + 1 : ℕ) : ℚ) * f (n + 1 - 1)) S :=
      rankSum_insert x _ ha
    -- the new mode is created either by the operator or already in the expansion
    have key : rankSum x (fun n => ((n + 1 : ℕ) : ℚ) * f (n + 1 - 1)) S =
        rankSum x f S + rankSum x (fun n => (n : ℚ) * f (n - 1 + 1)) S := by
      simp only [rankSum]
      rw [← Finset.sum_add_distrib]
      refine Finset.sum_congr rfl fun U _ => ?_
      rw [← add_smul]
      congr 1
      generalize U.card = k
      cases k with
      | zero => simp
      | succ n =>
        simp only [Nat.add_sub_cancel]
        push_cast
        ring
    have e1 := ih f
    have e2 : (∑ j ∈ S, x j) * rankSum x (fun n => f (n + 1)) S =
        rankSum x (fun n => (n : ℚ) * f (n - 1 + 1)) S := ih (fun n => f (n + 1))
    rw [Finset.sum_insert ha, rankSum_insert x f ha, k1, key]
    linear_combination e1 + x a * e2 + rankSum x (fun n => f (n + 1)) S * hx a
```

Comparing coefficients and using `ciCoeff_succ` then gives the index shift by $s+tX_S$.

```lean
/-- The operator `s + t ∑ x_j` raises the index of every CI coefficient by one. -/
theorem ladder (s t : ℚ) (x : ι → A) (hx : ∀ i, x i ^ 2 = 0) (S : Finset ι) :
    (s • (1 : A) + t • ∑ j ∈ S, x j) * rankSum x (ciCoeff s t) S =
      rankSum x (fun n => ciCoeff s t (n + 1)) S := by
  rw [add_mul, smul_mul_assoc, smul_mul_assoc, one_mul, singles_mul_rankSum x hx S]
  simp only [rankSum]
  rw [Finset.smul_sum, Finset.smul_sum, ← Finset.sum_add_distrib]
  refine Finset.sum_congr rfl fun U _ => ?_
  rw [smul_smul, smul_smul, ← add_smul, ciCoeff_succ]
  congr 1
  ring
```

## Nilpotency and the exponential

The hypothesis `hS` says that $a$ lies above every mode of $S$. Consequently all of $S$ pairs with $a$, and the earlier pair sums do not change.

```lean
/-- Adding a mode `a` above all modes of `S` changes the cluster operator by
`x_a (s + t ∑ x_j)`. -/
theorem clusterOp_insert (s t : ℚ) (x : ι → A) {a : ι} {S : Finset ι}
    (hS : ∀ i ∈ S, i < a) :
    clusterOp s t x (insert a S) =
      clusterOp s t x S + x a * (s • (1 : A) + t • ∑ j ∈ S, x j) := by
  have ha : a ∉ S := fun h => lt_irrefl a (hS a h)
  have h1 : (insert a S).filter (fun i => i < a) = S := by
    rw [Finset.filter_insert, if_neg (lt_irrefl a)]
    exact Finset.filter_true_of_mem hS
  have h3 : ∑ j ∈ S, ∑ i ∈ (insert a S).filter (fun i => i < j), x i * x j =
      ∑ j ∈ S, ∑ i ∈ S.filter (fun i => i < j), x i * x j := by
    refine Finset.sum_congr rfl fun j hj => ?_
    rw [Finset.filter_insert, if_neg (lt_asymm (hS j hj))]
  have h4 : ∑ i ∈ S, x i * x a = x a * ∑ i ∈ S, x i := by
    rw [Finset.mul_sum]
    exact Finset.sum_congr rfl fun i _ => mul_comm _ _
  unfold clusterOp
  rw [Finset.sum_insert ha, Finset.sum_insert ha, h1, h3, h4]
  simp only [smul_add, mul_add, mul_smul_comm, mul_one]
  abel
```

Induction by adding a new maximum proves nilpotency, since each increment squares to zero.

```lean
/-- If every `x i` squares to zero, the cluster operator is nilpotent. -/
theorem clusterOp_isNilpotent (s t : ℚ) (x : ι → A) (hx : ∀ i, x i ^ 2 = 0)
    (S : Finset ι) : IsNilpotent (clusterOp s t x S) := by
  refine Finset.induction_on_max S ?_ ?_
  · simp [clusterOp]
  · intro a S hS ih
    rw [clusterOp_insert s t x hS]
    exact Commute.isNilpotent_add (Commute.all _ _) ih
      ⟨2, by rw [mul_pow, hx, zero_mul]⟩
```

For such an increment, `IsNilpotent.exp` reduces to two terms.

```lean
/-- The exponential of an operator that squares to zero stops after the linear term. -/
theorem exp_of_sq_zero {y : A} (hy : y ^ 2 = 0) : IsNilpotent.exp y = 1 + y := by
  rw [IsNilpotent.exp_eq_sum hy]
  simp [Finset.sum_range_succ]
```

The main theorem holds for every finite `S`, including the empty set. Its hypothesis `hx` requires $x_i^2=0$ for all labels in `ι`. The proof follows the induction by hand: `exp_add_of_commute` factorises the exponential, `ladder` shifts the coefficients, and `rankSum_insert` reassembles the expansion.

```lean
/-- The exponential of the uniform singles-and-doubles cluster operator is the CI expansion
in which every configuration `U` has the coefficient `ciCoeff s t` at its excitation rank. -/
theorem exp_clusterOp (s t : ℚ) (x : ι → A) (hx : ∀ i, x i ^ 2 = 0) (S : Finset ι) :
    IsNilpotent.exp (clusterOp s t x S) =
      ∑ U ∈ S.powerset, ciCoeff s t U.card • ∏ i ∈ U, x i := by
  change _ = rankSum x (ciCoeff s t) S
  refine Finset.induction_on_max S ?_ ?_
  · have h0 : clusterOp s t x ∅ = 0 := by simp [clusterOp]
    rw [h0, exp_of_sq_zero (by simp)]
    simp [rankSum, ciCoeff]
  · intro a S hS ih
    have ha : a ∉ S := fun h => lt_irrefl a (hS a h)
    have hy : (x a * (s • (1 : A) + t • ∑ j ∈ S, x j)) ^ 2 = 0 := by
      rw [mul_pow, hx, zero_mul]
    -- the exponential factorises, and the new factor is linear in the new mode
    rw [clusterOp_insert s t x hS,
      IsNilpotent.exp_add_of_commute (Commute.all _ _)
        (clusterOp_isNilpotent s t x hx S) ⟨2, hy⟩,
      exp_of_sq_zero hy, ih, rankSum_insert x _ ha, ← ladder s t x hx S]
    ring
```

This is an identity in $A$. The $h_n$ can be read off as unique coefficients only when the products $x_U$ are linearly independent, which is not assumed. The amplitudes are prescribed, not obtained from a Hamiltonian through amplitude equations.

## Triples, quadruples and the doubles-only case

Unfolding the recurrence gives $h_2=s^2+t$, $h_3=s^3+3st$ and $h_4=s^4+6s^2t+3t^2$. The $3t^2$ in $h_4$ comes from the three ways of dividing four excitations into two pairs.

```lean
/-- The CI coefficients of double, triple and quadruple excitations as polynomials in the
singles and doubles amplitudes. -/
theorem ciCoeff_low_ranks (s t : ℚ) :
    ciCoeff s t 2 = s ^ 2 + t ∧ ciCoeff s t 3 = s ^ 3 + 3 * s * t ∧
      ciCoeff s t 4 = s ^ 4 + 6 * s ^ 2 * t + 3 * t ^ 2 := by
  refine ⟨?_, ?_, ?_⟩ <;> norm_num [ciCoeff] <;> ring
```

For $s=0$ the recurrence becomes $h_{2k+2}=(2k+1)t\,h_{2k}$. Induction on $k$ yields $h_{2k}=1\cdot3\cdots(2k-1)\,t^k$, with empty product $1$ at $k=0$.

```lean
/-- Without single excitations, the CI coefficient of rank `2k` is `t ^ k` times the product
of the first `k` odd numbers. -/
theorem ciCoeff_doubles (t : ℚ) (k : ℕ) :
    ciCoeff 0 t (2 * k) = (∏ i ∈ Finset.range k, (2 * (i : ℚ) + 1)) * t ^ k := by
  induction k with
  | zero => simp [ciCoeff]
  | succ k ih =>
    rw [show 2 * (k + 1) = 2 * k + 2 by ring, ciCoeff, ih, Finset.prod_range_succ]
    push_cast
    ring
```

## Two modes with a nonzero double excitation

A concrete algebra shows that the condition on squares does not force products of different excitations to vanish. Dual numbers adjoin an element $\varepsilon$ with $\varepsilon^2=0$; doing this twice gives two commuting square-zero generators, used as $x_0$ and $x_1$.

```lean
/-- Two commuting excitation operators, realised as the two square-zero generators of the iterated
dual numbers. -/
def twoModes : Fin 2 → DualNumber (DualNumber ℚ) :=
  ![TrivSqZeroExt.inr 1, TrivSqZeroExt.inl (TrivSqZeroExt.inr 1)]
```

Both squares vanish by the multiplication rule for dual numbers. The product $x_0x_1$ is nonzero because taking the $\varepsilon$-component twice gives $1$, which the proof does by applying `snd` twice.

```lean
/-- The two operators `twoModes` each square to zero, while their product, the double
excitation, is nonzero. -/
theorem twoModes_witness :
    (∀ i, twoModes i ^ 2 = 0) ∧ twoModes 0 * twoModes 1 ≠ 0 := by
  constructor
  · intro i
    fin_cases i
    · change (TrivSqZeroExt.inr 1 : DualNumber (DualNumber ℚ)) ^ 2 = 0
      rw [pow_two, TrivSqZeroExt.inr_mul_inr]
    · change (TrivSqZeroExt.inl (TrivSqZeroExt.inr 1) : DualNumber (DualNumber ℚ)) ^ 2 = 0
      rw [pow_two, ← TrivSqZeroExt.inl_mul, TrivSqZeroExt.inr_mul_inr,
        TrivSqZeroExt.inl_zero]
  · intro h
    have h2 := congrArg (fun z => TrivSqZeroExt.snd (TrivSqZeroExt.snd z)) h
    simp [twoModes] at h2

end

end UniformClusterExpansion
```

```lean
#print axioms UniformClusterExpansion.exp_clusterOp
#print axioms UniformClusterExpansion.ciCoeff_low_ranks
#print axioms UniformClusterExpansion.ciCoeff_doubles
```

```
'UniformClusterExpansion.exp_clusterOp' depends on axioms: [propext, Classical.choice, Quot.sound]
'UniformClusterExpansion.ciCoeff_low_ranks' depends on axioms: [propext, Classical.choice, Quot.sound]
'UniformClusterExpansion.ciCoeff_doubles' depends on axioms: [propext, Classical.choice, Quot.sound]
```
